# Bogoliubov relations and excitation number for coupled harmonic oscillators

## Frequency matrices and ladder operators

Take \(n\) real oscillator coordinates \(x\) with momenta \(p\), mass-weighted and with \(\hbar=1\). In many-body dispersion (MBD) there are three coordinates per atom, and the Hamiltonian is

\[ H=\tfrac12 p^Tp+\tfrac12 x^TVx . \]

The real symmetric matrix \(V\) is assumed to be positive definite. The coupled frequency matrix is its positive definite square root \(S=V^{1/2}\), not \(V\) itself. The uncoupled one is \(\Omega=\mathrm{diag}(\omega_i)\), with atomic frequencies \(\omega_i>0\). Let \(M\) and \(W\) be real symmetric invertible matrices with \(M^2=S\) and \(W^2=\Omega\). The uncoupled and coupled annihilation operators are

\[ a=\frac{Wx+\mathrm i W^{-1}p}{\sqrt2},\qquad b=\frac{Mx+\mathrm i M^{-1}p}{\sqrt2}. \]

Inserting \(x=W^{-1}(a+a^\dagger)/\sqrt2\) and \(\mathrm i p=W(a-a^\dagger)/\sqrt2\) into \(b\) gives

\[ b=Xa+Ya^\dagger,\qquad X=\tfrac12(MW^{-1}+M^{-1}W),\qquad Y=\tfrac12(MW^{-1}-M^{-1}W). \]

## The identities

\[ XX^T-YY^T=1,\qquad XY^T=YX^T, \]

\[ N_{\rm exc}=\Big\langle\sum_i b_i^\dagger b_i\Big\rangle_0=\mathrm{tr}(YY^T)=\tfrac14\mathrm{tr}(S\Omega^{-1}+S^{-1}\Omega)-\tfrac n2 . \]

The expectation value is taken in the uncoupled ground state, and \(N_{\rm exc}=0\) exactly when \(S=\Omega\). The \(b_i\) need not be normal modes: if \(S=U\,\mathrm{diag}(s_i)\,U^T\) with \(U\) real orthogonal, the normal-mode operators are the components of \(U^Tb\), and they give the same \(N_{\rm exc}\).

## Use in an MBD code

The MBD energy, a difference of zero-point energies, needs only the eigenvalues of \(V\) and the atomic frequencies \(\omega_i\). The relations matter when a code writes coupled modes in terms of atomic quanta: within this finite, harmonic model, they ensure that the new operators are still bosonic. Evaluating both relations numerically tests the assembled \(X\) and \(Y\), and the two expressions for \(N_{\rm exc}\) test each other. These tests do not detect \(V\) used in place of \(S\) throughout, because the identities hold for every real symmetric invertible \(M\); that \(M^4=V\) needs a separate check.

## Derivation

**Commutators.** Let \(c_i=\sum_k(P_{ik}a_k+Q_{ik}a_k^\dagger)\) and \(d_j=\sum_l(R_{jl}a_l+T_{jl}a_l^\dagger)\). Since \([a_k,a_l^\dagger]=\delta_{kl}\) and all other commutators vanish,

\[ [c_i,d_j]=\sum_k(P_{ik}T_{jk}-Q_{ik}R_{jk})=(PT^T-QR^T)_{ij}. \]

Hence \([b_i,b_j^\dagger]=(XX^T-YY^T)_{ij}\) and \([b_i,b_j]=(XY^T-YX^T)_{ij}\).

**Bogoliubov relations.** Set \(A=MW^{-1}\) and \(B=M^{-1}W\). By symmetry of \(M\) and \(W\),

\[ AB^T=MW^{-1}WM^{-1}=1,\qquad BA^T=M^{-1}WW^{-1}M=1. \]

With \(X=(A+B)/2\) and \(Y=(A-B)/2\),

\[ XX^T-YY^T=\tfrac12(AB^T+BA^T)=1, \]

\[ XY^T=\tfrac14(AA^T-AB^T+BA^T-BB^T)=\tfrac14(AA^T-BB^T), \]

and the last matrix is symmetric.

**Occupation.** Represent \(a_j\) by \(\partial/\partial z_j\), \(a_j^\dagger\) by multiplication with \(z_j\), and the uncoupled ground state by the polynomial 1. Then \(b_i1=\sum_jY_{ij}z_j\). Applying \(b_i^\dagger=\sum_k(Y_{ik}a_k+X_{ik}a_k^\dagger)\) leaves the constant term \(\sum_jY_{ij}^2=(YY^T)_{ii}\). This constant term is the expectation value, because states containing quanta are orthogonal to the ground state. Summing over \(i\) gives \(N_{\rm exc}=\mathrm{tr}(YY^T)\).

**Trace formula.** Expanding the product gives \(YY^T=\tfrac14(AA^T+BB^T)-\tfrac12 1\). Cyclicity of the trace gives

\[ \mathrm{tr}(AA^T)=\mathrm{tr}(MW^{-2}M)=\mathrm{tr}(S\Omega^{-1}), \]

\[ \mathrm{tr}(BB^T)=\mathrm{tr}(M^{-1}W^2M^{-1})=\mathrm{tr}(S^{-1}\Omega), \]

and the formula follows.

**Zero excitation.** Since \(N_{\rm exc}=\sum_{ij}Y_{ij}^2\), it vanishes iff \(Y=0\), that is, iff \(MW^{-1}=M^{-1}W\). Multiplying by \(M\) on the left and \(W\) on the right turns this into \(M^2=W^2\), and the step is reversible.

## One oscillator, and a coupled pair

For \(n=1\) with \(S=s\) and \(\Omega=\omega\), the formula becomes \(N_{\rm exc}=(s-\omega)^2/(4s\omega)\). It is zero at \(s=\omega\) and diverges as the coupled mode softens, \(s\to0\).

For a strongly coupled pair, take \(\omega_1=\omega_2=5\) and

\[ V=\begin{pmatrix}25&24\\24&25\end{pmatrix},\quad S=\begin{pmatrix}4&3\\3&4\end{pmatrix},\quad S^{-1}=\frac17\begin{pmatrix}4&-3\\-3&4\end{pmatrix}. \]

Each oscillator contributes \(4/5+20/7=128/35\) to the trace, so

\[ N_{\rm exc}=\tfrac14\cdot\tfrac{256}{35}-1=\tfrac{29}{35}\approx0.829. \]

Because \(\Omega\) is here a multiple of the identity, the eigenvalues 7 and 1 of \(S\) give the same number through the one-oscillator formula: \(1/35+4/5=29/35\).

## The Lean file

```lean
import Mathlib

open Matrix

namespace DispersionBogoliubov

noncomputable section

variable {n : Type*} [Fintype n] [DecidableEq n]

/-- Annihilation operator of oscillator `k` on polynomial Fock space: the partial derivative. -/
def annihilate (k : n) : Module.End ℝ (MvPolynomial n ℝ) :=
  (MvPolynomial.pderiv k).toLinearMap

/-- Creation operator of oscillator `k`: multiplication by the variable `k`. -/
def create (k : n) : Module.End ℝ (MvPolynomial n ℝ) :=
  LinearMap.mulLeft ℝ (MvPolynomial.X k)

/-- The operator `∑ j, (P i j a_j + Q i j a†_j)`, a linear mixture of annihilation and creation. -/
def mode (P Q : Matrix n n ℝ) (i : n) : Module.End ℝ (MvPolynomial n ℝ) :=
  ∑ j, (P i j • annihilate j + Q i j • create j)

/-- Vacuum expectation value: the constant term of the operator applied to the vacuum `1`. -/
def vacuumExpectation (T : Module.End ℝ (MvPolynomial n ℝ)) : ℝ :=
  MvPolynomial.constantCoeff (T 1)

/-- Bogoliubov coefficients `X = (M W⁻¹ + M⁻¹ W)/2`, for invertible `M` and `W`. -/
def bogX (M W : Matrix n n ℝ) : Matrix n n ℝ := (1 / 2 : ℝ) • (M * W⁻¹ + M⁻¹ * W)

/-- Bogoliubov coefficients `Y = (M W⁻¹ - M⁻¹ W)/2`, for invertible `M` and `W`. -/
def bogY (M W : Matrix n n ℝ) : Matrix n n ℝ := (1 / 2 : ℝ) • (M * W⁻¹ - M⁻¹ * W)

/-- Excitation number: the vacuum expectation of `∑ i, b†_i b_i`, where `b = X a + Y a†`
and `b† = Y a + X a†`, for invertible `M` and `W`. -/
def excitationNumber (M W : Matrix n n ℝ) : ℝ :=
  ∑ i, vacuumExpectation (mode (bogY M W) (bogX M W) i * mode (bogX M W) (bogY M W) i)

omit [Fintype n] in
/-- The derivative of one variable with respect to another is the Kronecker delta. -/
theorem pderiv_variable (k l : n) : MvPolynomial.pderiv k (MvPolynomial.X l : MvPolynomial n ℝ)
    = MvPolynomial.C ((1 : Matrix n n ℝ) k l) := by
  by_cases h : k = l
  · subst h
    simp
  · rw [MvPolynomial.pderiv_X_of_ne (Ne.symm h)]
    simp [h]

omit [Fintype n] in
/-- Canonical commutation relations of the uncoupled oscillators. -/
theorem canonical_commutators (k l : n) :
    annihilate k * annihilate l = annihilate l * annihilate k ∧
    create k * create l = create l * create k ∧
    annihilate k * create l = create l * annihilate k + (1 : Matrix n n ℝ) k l • 1 := by
  have ha : ∀ (p : n) (f : MvPolynomial n ℝ), annihilate p f = MvPolynomial.pderiv p f :=
    fun _ _ => rfl
  have hc : ∀ (p : n) (f : MvPolynomial n ℝ), create p f = MvPolynomial.X p * f :=
    fun _ _ => rfl
  refine ⟨?_, ?_, ?_⟩
  · -- the commutator of two derivations is a derivation, and it kills every variable
    have h : ⁅(MvPolynomial.pderiv k : Derivation ℝ (MvPolynomial n ℝ) (MvPolynomial n ℝ)),
        (MvPolynomial.pderiv l : Derivation ℝ (MvPolynomial n ℝ) (MvPolynomial n ℝ))⁆ = 0 := by
      apply MvPolynomial.derivation_ext
      intro i
      simp only [Derivation.commutator_apply, pderiv_variable, MvPolynomial.pderiv_C,
        sub_self, Derivation.coe_zero, Pi.zero_apply]
    refine LinearMap.ext fun f => ?_
    have hf := DFunLike.congr_fun h f
    rw [Derivation.commutator_apply, Derivation.coe_zero, Pi.zero_apply, sub_eq_zero] at hf
    simp only [Module.End.mul_apply, ha]
    exact hf
  · refine LinearMap.ext fun f => ?_
    exact mul_left_comm (MvPolynomial.X k) (MvPolynomial.X l) f
  · refine LinearMap.ext fun f => ?_
    simp only [Module.End.mul_apply, LinearMap.add_apply, LinearMap.smul_apply,
      Module.End.one_apply, ha, hc]
    rw [MvPolynomial.pderiv_mul, pderiv_variable, MvPolynomial.smul_eq_C_mul]
    ring

/-- The commutator of two mixtures of annihilation and creation operators is a number,
an entry of `P Tᵀ - Q Rᵀ`. -/
theorem mode_commutator (P Q R T : Matrix n n ℝ) (i j : n) :
    mode P Q i * mode R T j - mode R T j * mode P Q i = (P * Tᵀ - Q * Rᵀ) i j • 1 := by
  have key : ∀ k l : n,
      (P i k • annihilate k + Q i k • create k) * (R j l • annihilate l + T j l • create l)
      - (R j l • annihilate l + T j l • create l) * (P i k • annihilate k + Q i k • create k)
      = (P i k * T j l * (1 : Matrix n n ℝ) k l - Q i k * R j l * (1 : Matrix n n ℝ) l k) •
        (1 : Module.End ℝ (MvPolynomial n ℝ)) := by
    intro k l
    obtain ⟨haa, hcc, hac⟩ := canonical_commutators k l
    have hca := (canonical_commutators l k).2.2
    simp only [add_mul, mul_add, smul_mul_assoc, mul_smul_comm]
    linear_combination (norm := module) (P i k * R j l) • haa + (Q i k * T j l) • hcc
      + (P i k * T j l) • hac - (Q i k * R j l) • hca
  unfold mode
  rw [Finset.sum_mul_sum, Finset.sum_mul_sum, Finset.sum_comm (s := Finset.univ)
    (t := Finset.univ) (f := fun l k => (R j l • annihilate l + T j l • create l) *
      (P i k • annihilate k + Q i k • create k)), ← Finset.sum_sub_distrib]
  simp_rw [← Finset.sum_sub_distrib, key, ← Finset.sum_smul]
  congr 1
  simp [Matrix.mul_apply, Matrix.one_apply, Finset.sum_sub_distrib]

/-- In the vacuum of the `a_j`, the expectation of `b†_i b_i` with `b = P a + Q a†` and
`b† = Q a + P a†` is the diagonal entry `i` of `Q Qᵀ`. -/
theorem vacuum_occupation (P Q : Matrix n n ℝ) (i : n) :
    vacuumExpectation (mode Q P i * mode P Q i) = (Q * Qᵀ) i i := by
  have happ : ∀ (A B : Matrix n n ℝ) (f : MvPolynomial n ℝ), mode A B i f
      = ∑ j, (A i j • MvPolynomial.pderiv j f + B i j • (MvPolynomial.X j * f)) := by
    intro A B f
    simp only [mode, LinearMap.sum_apply, LinearMap.add_apply, LinearMap.smul_apply]
    rfl
  -- the annihilation part gives zero on the vacuum
  have h1 : mode P Q i 1 = ∑ j, Q i j • (MvPolynomial.X j : MvPolynomial n ℝ) := by
    simp [happ]
  unfold vacuumExpectation
  rw [Module.End.mul_apply, h1, happ]
  simp only [map_sum, map_add, map_mul, Derivation.map_smul, MvPolynomial.constantCoeff_smul,
    pderiv_variable, MvPolynomial.constantCoeff_C, MvPolynomial.constantCoeff_X, zero_mul,
    smul_eq_mul, mul_zero, add_zero]
  simp [Matrix.one_apply, Matrix.mul_apply]

/-- For symmetric invertible `M` and `W`, each of the matrices `M W⁻¹` and `M⁻¹ W` times the
transpose of the other is the identity. -/
theorem scaling_dual {M W : Matrix n n ℝ} (hM : M.IsSymm) (hW : W.IsSymm)
    (dM : IsUnit M.det) (dW : IsUnit W.det) :
    (M * W⁻¹) * (M⁻¹ * W)ᵀ = 1 ∧ (M⁻¹ * W) * (M * W⁻¹)ᵀ = 1 := by
  rw [transpose_mul, transpose_mul, transpose_nonsing_inv, transpose_nonsing_inv, hM.eq, hW.eq]
  constructor
  · calc (M * W⁻¹) * (W * M⁻¹) = M * (W⁻¹ * W) * M⁻¹ := by simp only [Matrix.mul_assoc]
      _ = 1 := by rw [nonsing_inv_mul _ dW, Matrix.mul_one, mul_nonsing_inv _ dM]
  · calc (M⁻¹ * W) * (W⁻¹ * M) = M⁻¹ * (W * W⁻¹) * M := by simp only [Matrix.mul_assoc]
      _ = 1 := by rw [mul_nonsing_inv _ dW, Matrix.mul_one, nonsing_inv_mul _ dM]

/-- Bogoliubov relations: `X Xᵀ - Y Yᵀ = 1`, and `X Yᵀ` equals its transpose `Y Xᵀ`. -/
theorem bogoliubov_relations {M W : Matrix n n ℝ} (hM : M.IsSymm) (hW : W.IsSymm)
    (dM : IsUnit M.det) (dW : IsUnit W.det) :
    bogX M W * (bogX M W)ᵀ - bogY M W * (bogY M W)ᵀ = 1 ∧
    bogX M W * (bogY M W)ᵀ = bogY M W * (bogX M W)ᵀ := by
  obtain ⟨h1, h2⟩ := scaling_dual hM hW dM dW
  unfold bogX bogY
  generalize M * W⁻¹ = A at *
  generalize M⁻¹ * W = B at *
  simp only [transpose_smul, transpose_add, transpose_sub, smul_mul_assoc, mul_smul_comm,
    add_mul, mul_add, sub_mul, mul_sub]
  constructor
  · linear_combination (norm := module) (1 / 2 : ℝ) • h1 + (1 / 2 : ℝ) • h2
  · linear_combination (norm := module) (1 / 2 : ℝ) • h2 - (1 / 2 : ℝ) • h1

/-- The operators `b = X a + Y a†` and `b† = Y a + X a†` obey `[b_i, b†_j] = δ_ij` and
`[b_i, b_j] = 0`. -/
theorem transformed_commutators {M W : Matrix n n ℝ} (hM : M.IsSymm) (hW : W.IsSymm)
    (dM : IsUnit M.det) (dW : IsUnit W.det) (i j : n) :
    mode (bogX M W) (bogY M W) i * mode (bogY M W) (bogX M W) j
      - mode (bogY M W) (bogX M W) j * mode (bogX M W) (bogY M W) i
      = (1 : Matrix n n ℝ) i j • 1 ∧
    mode (bogX M W) (bogY M W) i * mode (bogX M W) (bogY M W) j
      - mode (bogX M W) (bogY M W) j * mode (bogX M W) (bogY M W) i = 0 := by
  obtain ⟨h1, h2⟩ := bogoliubov_relations hM hW dM dW
  constructor
  · rw [mode_commutator, h1]
  · rw [mode_commutator, h2, sub_self, Matrix.zero_apply, zero_smul]

/-- With `S = M²` and `Om = W²`, the excitation number is `tr(S Om⁻¹ + S⁻¹ Om)/4 - n/2`,
and it vanishes if and only if `S = Om`. -/
theorem excitationNumber_eq {M W : Matrix n n ℝ} (hM : M.IsSymm) (hW : W.IsSymm)
    (dM : IsUnit M.det) (dW : IsUnit W.det) :
    excitationNumber M W
      = trace (M ^ 2 * (W ^ 2)⁻¹ + (M ^ 2)⁻¹ * W ^ 2) / 4 - (Fintype.card n : ℝ) / 2 ∧
    (excitationNumber M W = 0 ↔ M ^ 2 = W ^ 2) := by
  have hN : excitationNumber M W = trace (bogY M W * (bogY M W)ᵀ) := by
    simp only [excitationNumber, vacuum_occupation, trace, diag_apply]
  constructor
  · obtain ⟨h1, h2⟩ := scaling_dual hM hW dM dW
    have hY : bogY M W * (bogY M W)ᵀ = (1 / 4 : ℝ) • ((M * W⁻¹) * (M * W⁻¹)ᵀ
        + (M⁻¹ * W) * (M⁻¹ * W)ᵀ) - (1 / 2 : ℝ) • (1 : Matrix n n ℝ) := by
      unfold bogY
      generalize M * W⁻¹ = A at *
      generalize M⁻¹ * W = B at *
      simp only [transpose_smul, transpose_sub, smul_mul_assoc, mul_smul_comm, sub_mul, mul_sub]
      linear_combination (norm := module) (-1 / 4 : ℝ) • h1 - (1 / 4 : ℝ) • h2
    -- cyclicity of the trace collects the squares
    have tA : trace ((M * W⁻¹) * (M * W⁻¹)ᵀ) = trace (M ^ 2 * (W ^ 2)⁻¹) := by
      rw [transpose_mul, transpose_nonsing_inv, hM.eq, hW.eq, ← Matrix.mul_assoc,
        trace_mul_comm, sq, sq, Matrix.mul_inv_rev]
      simp only [Matrix.mul_assoc]
    have tB : trace ((M⁻¹ * W) * (M⁻¹ * W)ᵀ) = trace ((M ^ 2)⁻¹ * W ^ 2) := by
      rw [transpose_mul, transpose_nonsing_inv, hM.eq, hW.eq, ← Matrix.mul_assoc,
        trace_mul_comm, sq, sq, Matrix.mul_inv_rev]
      simp only [Matrix.mul_assoc]
    rw [hN, hY, trace_sub, trace_smul, trace_smul, trace_add, tA, tB, trace_one, trace_add,
      smul_eq_mul, smul_eq_mul]
    ring
  · rw [hN]
    constructor
    · intro h
      -- a vanishing sum of squares forces Y = 0
      have hs : ∑ i, ∑ j, bogY M W i j * bogY M W i j = 0 := by
        simpa only [trace, diag_apply, Matrix.mul_apply, transpose_apply] using h
      have hY : bogY M W = 0 := by
        ext i j
        have hi := (Finset.sum_eq_zero_iff_of_nonneg (fun i _ =>
          Finset.sum_nonneg fun j _ => mul_self_nonneg (bogY M W i j))).1 hs i (Finset.mem_univ i)
        exact mul_self_eq_zero.1 ((Finset.sum_eq_zero_iff_of_nonneg (fun j _ =>
          mul_self_nonneg (bogY M W i j))).1 hi j (Finset.mem_univ j))
      have hAB : M * W⁻¹ = M⁻¹ * W := by
        unfold bogY at hY
        exact sub_eq_zero.1 ((smul_eq_zero.1 hY).resolve_left (by norm_num))
      calc M ^ 2 = M * (M * (W⁻¹ * W)) := by rw [nonsing_inv_mul _ dW, Matrix.mul_one, sq]
        _ = M * ((M * W⁻¹) * W) := by rw [Matrix.mul_assoc M W⁻¹ W]
        _ = (M * M⁻¹) * (W * W) := by rw [hAB]; simp only [Matrix.mul_assoc]
        _ = W ^ 2 := by rw [mul_nonsing_inv _ dM, Matrix.one_mul, sq]
    · intro h
      have hAB : M * W⁻¹ = M⁻¹ * W := by
        calc M * W⁻¹ = (M⁻¹ * M) * (M * W⁻¹) := by rw [nonsing_inv_mul _ dM, Matrix.one_mul]
          _ = M⁻¹ * M ^ 2 * W⁻¹ := by rw [sq]; simp only [Matrix.mul_assoc]
          _ = M⁻¹ * W * (W * W⁻¹) := by rw [h, sq]; simp only [Matrix.mul_assoc]
          _ = M⁻¹ * W := by rw [mul_nonsing_inv _ dW, Matrix.mul_one]
      have hY : bogY M W = 0 := by rw [bogY, hAB, sub_self, smul_zero]
      rw [hY, Matrix.zero_mul, trace_zero]

/-- For uncoupled oscillators of frequencies `ω i > 0` and `S = M²`, the excitation number is `(∑ i,
(S i i / ω i + S⁻¹ i i * ω i)) / 4 - n/2`, and it vanishes iff `S = diag ω`. -/
theorem excitationNumber_atomic {M : Matrix n n ℝ} (hM : M.IsSymm) (dM : IsUnit M.det)
    (ω : n → ℝ) (hω : ∀ i, 0 < ω i) :
    excitationNumber M (diagonal fun i => √(ω i))
      = (∑ i, ((M ^ 2) i i / ω i + (M ^ 2)⁻¹ i i * ω i)) / 4 - (Fintype.card n : ℝ) / 2 ∧
    (excitationNumber M (diagonal fun i => √(ω i)) = 0 ↔ M ^ 2 = diagonal ω) := by
  have hsq : (diagonal fun i => √(ω i)) ^ 2 = diagonal ω := by
    rw [sq, diagonal_mul_diagonal]
    congr 1
    funext i
    exact Real.mul_self_sqrt (hω i).le
  have hinv : (diagonal ω)⁻¹ = diagonal fun i => (ω i)⁻¹ := by
    apply inv_eq_right_inv
    rw [diagonal_mul_diagonal, ← diagonal_one]
    congr 1
    funext i
    exact mul_inv_cancel₀ (hω i).ne'
  have dW : IsUnit (diagonal fun i => √(ω i)).det := by
    rw [det_diagonal]
    exact (Finset.prod_pos fun i _ => Real.sqrt_pos.2 (hω i)).ne'.isUnit
  obtain ⟨h1, h2⟩ := excitationNumber_eq hM (isSymm_diagonal _) dM dW
  rw [hsq] at h1 h2
  refine ⟨?_, h2⟩
  rw [h1, hinv]
  simp only [trace, diag_apply, Matrix.add_apply, mul_diagonal, div_eq_mul_inv]

end

end DispersionBogoliubov
```

```lean
#print axioms DispersionBogoliubov.transformed_commutators
-- 'DispersionBogoliubov.transformed_commutators' depends on axioms: [propext, Classical.choice, Quot.sound]
#print axioms DispersionBogoliubov.excitationNumber_atomic
-- 'DispersionBogoliubov.excitationNumber_atomic' depends on axioms: [propext, Classical.choice, Quot.sound]
```

## Scope of the theorems and how they are proved

The index type `n` is any finite type, and `Fintype.card n` is the number \(n\) above. `IsSymm` states symmetry, and `IsUnit M.det` states invertibility. The Bogoliubov relations, the commutators of \(b\) and the results for \(N_{\rm exc}\) assume both properties for \(M\) and \(W\), also where a docstring does not repeat them. Neither `M` nor `W` has to be positive or diagonal in `excitationNumber_eq`; `excitationNumber_atomic` specialises to \(W=\mathrm{diag}(\sqrt{\omega_i})\). Because `M` is real, symmetric and invertible, \(S=M^2\) is positive definite. Physically, this assumes a stable coupled system without zero modes, that is, a positive definite \(V\).

`annihilate` and `create` are the derivative and multiplication operators, and `mode P Q i` is the mixture \(c_i\). `vacuumExpectation` reads off the constant term after the operator acts on 1. No inner product is defined: \(b^\dagger\) enters as `mode Y X`, with the coefficients of \(b\) exchanged. The Hamiltonian and the position–momentum formulas belong to the physical reading and do not appear in the file, which also says nothing about rounding errors or the accuracy of the MBD model.

The proof follows the derivation:

- `canonical_commutators` shows that derivatives commute by checking their commutator on the variables, and obtains the mixed relation from the product rule. `mode_commutator` combines these relations for each pair \(k,l\) with `linear_combination`, then sums.
- `vacuum_occupation` computes \((YY^T)_{ii}\) from the action on 1.
- `scaling_dual` proves \(AB^T=BA^T=1\). `bogoliubov_relations` names the two products `A` and `B` with `generalize` and combines those equations linearly; `transformed_commutators` inserts the result into the general commutator.
- `excitationNumber_eq` uses `trace_mul_comm` for cyclicity. For the equivalence, `Finset.sum_eq_zero_iff_of_nonneg` forces every entry of \(Y\) to vanish, and the `calc` blocks carry out the multiplications by \(M\), \(W\) and their inverses.
- `excitationNumber_atomic` squares the diagonal of square roots, inverts \(\mathrm{diag}(\omega_i)\) and reads the trace as a sum over diagonal entries.
